# The Bethe–Salpeter matrix is similar to a Hermitian matrix when its real form factors as L Lᵀ with L real and invertible

Let \(A\) and \(B\) be complex \(n\times n\) matrices, with a bar for the entrywise complex conjugate, and set

\[
H=\begin{pmatrix}A&B\\-\bar B&-\bar A\end{pmatrix},\qquad
M=\begin{pmatrix}\operatorname{Re}(A+B)&\operatorname{Im}(A-B)\\-\operatorname{Im}(A+B)&\operatorname{Re}(A-B)\end{pmatrix}.
\]

If \(M=LL^T\) with \(L\) real and invertible, then \(H\) is similar to \(-iL^TJL\), where \(J=\begin{pmatrix}0&1\\-1&0\end{pmatrix}\) blockwise. The matrix \(L^TJL\) is real and skew-symmetric, so \(-iL^TJL\) is Hermitian.

## Excitons with coupling to de-excitations

In the Bethe–Salpeter equation with a static kernel, \(A\) acts among the electron–hole excitations and \(B\) couples them to de-excitations. In the usual setting, which this section assumes, \(A\) is Hermitian and \(B\) is symmetric. The Tamm–Dancoff approximation sets \(B=0\) and leaves a Hermitian problem for \(A\). The full matrix \(H\) is not Hermitian unless \(B=0\), and its eigenvalues can be complex.

The factorisation of \(M\) excludes this. A real matrix has the form \(LL^T\) with \(L\) real and invertible exactly when it is symmetric and positive definite. Physically this is a stability condition: \(M\) is unitarily equivalent to \(\begin{pmatrix}A&B\\\bar B&\bar A\end{pmatrix}\), which in time-dependent Hartree–Fock theory is the Hessian of the energy at the reference state.

For a finite matrix with a static kernel and positive definite \(M\), the full exciton problem can therefore be handed to a Hermitian eigensolver without the Tamm–Dancoff approximation.

## What the Lean theorems say

The index type `n` labels the transitions and may be any finite type; `n ⊕ n` labels excitations followed by de-excitations. The definitions `bse A B`, `realForm A B` and `J n` are \(H\), \(M\) and \(J\). `Q n` is the unitary matrix

\[
Q=\frac1{\sqrt2}\begin{pmatrix}1&-i\\1&i\end{pmatrix},
\]

and `cx` regards a real matrix as a complex one. Further, `skew L` is \(L^TJL\), `reduced L` is \(-iL^TJL\), and `back L` is \(V=QJL\), which carries reduced vectors back to exciton amplitudes.

The main theorem, `bse_similar_hermitian`, has two hypotheses: `IsUnit L`, meaning that \(L\) is invertible, and `realForm A B = L * Lᵀ`. It concludes that \(V\) is invertible, that \(V^{-1}HV=-iL^TJL\), that this matrix is Hermitian, and that \(L^TJL\) is skew.

Hermiticity of \(A\) and symmetry of \(B\) are not assumed, because `blocks_of_factor` derives them from the factorisation. The theorem `exciton_eigenvector` transfers eigenvectors and their products in the metric \(\eta=\operatorname{diag}(1,-1)\), which is `metric n`.

The factor \(L\) is given, not constructed. The matrices are finite, and nothing is said about how \(A\) and \(B\) arise from a screened interaction or about frequency-dependent kernels.

## From H to the skew matrix

Write \(S=A+B\) and \(D=A-B\). Multiplying out the blocks gives

\[
HQ=\frac1{\sqrt2}\begin{pmatrix}S&-iD\\-\bar S&-i\bar D\end{pmatrix},
\]

\[
Q^\dagger HQ=\frac12\begin{pmatrix}S-\bar S&-i(D+\bar D)\\i(S+\bar S)&D-\bar D\end{pmatrix}
=-i\begin{pmatrix}-\operatorname{Im}S&\operatorname{Re}D\\-\operatorname{Re}S&-\operatorname{Im}D\end{pmatrix}=-iJM.
\]

Since \(Q\) is unitary, \(HQ=Q(-iJM)\). Inserting \(M=LL^T\) and multiplying by \(JL\) from the right gives

\[
HV=HQJL=Q(-iJLL^T)JL=QJL\,(-iL^TJL)=V(-iL^TJL).
\]

This step does not invert \(L\). Because \(J^2=-1\), \(J\) is invertible; if \(L\) is invertible too, so is \(V=QJL\), and the similarity follows.

From \(J^T=-J\) we get \((L^TJL)^T=-L^TJL\). For a real skew matrix \(K\), \((-iK)^\dagger=iK^T=-iK\), which is the Hermiticity of the reduced matrix.

The symmetry of \(M=LL^T\) also fixes the blocks. Its diagonal blocks make \(\operatorname{Re}(A+B)\) and \(\operatorname{Re}(A-B)\) symmetric, hence also \(\operatorname{Re}A\) and \(\operatorname{Re}B\). The off-diagonal blocks give \(\operatorname{Im}(A-B)=-\operatorname{Im}(A+B)^T\). Adding this equation to its transpose, and subtracting the transpose from it, gives \(\operatorname{Im}A^T=-\operatorname{Im}A\) and \(\operatorname{Im}B^T=\operatorname{Im}B\). So \(A\) is Hermitian and \(B\) is symmetric.

## The metric norm of an exciton

Direct multiplication gives \(Q^\dagger\eta Q=-iJ\), and therefore

\[
V^\dagger\eta V=(JL)^T(-iJ)(JL)=-iL^TJ^TJJL=-iL^TJL.
\]

If \(-iL^TJLu=\Omega u\) with \(u\ne0\), then \(HVu=\Omega Vu\), and for every \(w\)

\[
(Vw)^\dagger\eta(Vu)=\Omega\,w^\dagger u.
\]

Invertibility of \(V\) ensures \(Vu\ne0\). Here \(\Omega\) is real and nonzero, since the reduced matrix is Hermitian and invertible. With \(u^\dagger u=1\), the amplitude \(Vu/\sqrt{|\Omega|}\) has metric norm \(+1\) for positive \(\Omega\) and \(-1\) for negative \(\Omega\).

## One transition, with and without an invertible factor

For \(A=3\) and \(B=1-2i\),

\[
M=\begin{pmatrix}4&2\\2&2\end{pmatrix}=LL^T,\qquad L=\begin{pmatrix}2&0\\1&1\end{pmatrix},\qquad L^TJL=2J.
\]

The reduced matrix \(-2iJ\) has eigenvalues \(\pm2\), whereas the Tamm–Dancoff energy is 3.

Now take \(A=B=1\). Then \(M=\operatorname{diag}(2,0)=LL^T\) with the singular factor \(L=\operatorname{diag}(\sqrt2,0)\), and

\[
H=\begin{pmatrix}1&1\\-1&-1\end{pmatrix},\qquad H^2=0,\quad H\ne0.
\]

A nonzero nilpotent matrix is not diagonalisable, so \(H\) is not similar to any Hermitian matrix. A factorisation \(M=LL^T\) with \(L\) merely real is thus not enough for the similarity.

## The same reduction for other skew matrices

Let \(K\) be any real, invertible, skew-symmetric matrix, and let \(M=LL^T\) with \(L\) real and invertible. The same rearrangement gives

\[
(KL)^{-1}(-iKM)(KL)=-iL^TKL,
\]

again a Hermitian matrix. With \(K\) as the matrix of Poisson brackets and \(M\) as the Hessian of a quadratic energy, this gives real frequencies for small oscillations about a minimum with positive definite Hessian. The particles may be charged and in a uniform magnetic field, provided that a potential binds them at such a minimum; for a free charge in the field \(M\) is singular.

## The complete Lean file

```lean
import Mathlib

open Matrix

namespace BetheSalpeterSkewReduction

noncomputable section

variable {n : Type*} [Fintype n] [DecidableEq n]

/-- The full Bethe-Salpeter matrix `[[A, B], [-conj B, -conj A]]` with resonant block `A` and
coupling block `B`. -/
def bse (A B : Matrix n n ℂ) : Matrix (n ⊕ n) (n ⊕ n) ℂ :=
  fromBlocks A B (-(B.map (starRingEnd ℂ))) (-(A.map (starRingEnd ℂ)))

/-- The real matrix `M = [[Re(A+B), Im(A-B)], [-Im(A+B), Re(A-B)]]`. -/
def realForm (A B : Matrix n n ℂ) : Matrix (n ⊕ n) (n ⊕ n) ℝ :=
  fromBlocks ((A + B).map Complex.re) ((A - B).map Complex.im)
    (-((A + B).map Complex.im)) ((A - B).map Complex.re)

variable (n) in
/-- The real symplectic matrix `J = [[0, 1], [-1, 0]]`. -/
def J : Matrix (n ⊕ n) (n ⊕ n) ℝ := fromBlocks 0 1 (-1) 0

variable (n) in
/-- The matrix `Q = [[1, -i], [1, i]] / √2`, blockwise. -/
def Q : Matrix (n ⊕ n) (n ⊕ n) ℂ :=
  (((√2)⁻¹ : ℝ) : ℂ) • fromBlocks 1 (-(Complex.I • 1)) 1 (Complex.I • 1)

variable (n) in
/-- The indefinite metric `diag(1, -1)` on excitation and de-excitation amplitudes. -/
def metric : Matrix (n ⊕ n) (n ⊕ n) ℂ := fromBlocks 1 0 0 (-1)

/-- A real matrix regarded as a complex one. -/
def cx (R : Matrix (n ⊕ n) (n ⊕ n) ℝ) : Matrix (n ⊕ n) (n ⊕ n) ℂ :=
  R.map Complex.ofRealHom

/-- The real matrix `Lᵀ J L`. -/
def skew (L : Matrix (n ⊕ n) (n ⊕ n) ℝ) : Matrix (n ⊕ n) (n ⊕ n) ℝ := Lᵀ * J n * L

/-- The reduced exciton Hamiltonian `-i Lᵀ J L`. -/
def reduced (L : Matrix (n ⊕ n) (n ⊕ n) ℝ) : Matrix (n ⊕ n) (n ⊕ n) ℂ :=
  (-Complex.I) • cx (skew L)

/-- The back-transformation `V = Q J L` from reduced vectors to exciton amplitudes. -/
def back (L : Matrix (n ⊕ n) (n ⊕ n) ℝ) : Matrix (n ⊕ n) (n ⊕ n) ℂ := Q n * cx (J n * L)

omit [Fintype n] in
private lemma J_transpose : (J n)ᵀ = -J n := by
  rw [J, fromBlocks_transpose, fromBlocks_neg]
  simp

private lemma J_mul_J : J n * J n = -1 := by
  rw [J, fromBlocks_multiply, ← fromBlocks_one, fromBlocks_neg]
  simp

omit [Fintype n] [DecidableEq n] in
private lemma cx_conjTranspose (R : Matrix (n ⊕ n) (n ⊕ n) ℝ) : (cx R)ᴴ = cx Rᵀ := by
  ext i j
  simp [cx]

private lemma half : star (((√2)⁻¹ : ℝ) : ℂ) * (((√2)⁻¹ : ℝ) : ℂ) = 1 / 2 := by
  rw [show star (((√2)⁻¹ : ℝ) : ℂ) = (((√2)⁻¹ : ℝ) : ℂ) from Complex.conj_ofReal _,
    ← Complex.ofReal_mul, ← mul_inv, Real.mul_self_sqrt (by norm_num)]
  norm_num

omit [DecidableEq n] in
/-- If `M = L Lᵀ` with `L` real, then `A` is Hermitian and `B` is complex symmetric. -/
theorem blocks_of_factor {A B : Matrix n n ℂ} {L : Matrix (n ⊕ n) (n ⊕ n) ℝ}
    (h : realForm A B = L * Lᵀ) : A.IsHermitian ∧ B.IsSymm := by
  have hs : (realForm A B)ᵀ = realForm A B := by
    rw [h, transpose_mul, transpose_transpose]
  have e (p q) : realForm A B q p = realForm A B p q := congrFun (congrFun hs p) q
  -- compare the blocks of the symmetric matrix `M`
  have h11 (i j) : (A j i + B j i).re = (A i j + B i j).re := e (Sum.inl i) (Sum.inl j)
  have h22 (i j) : (A j i - B j i).re = (A i j - B i j).re := e (Sum.inr i) (Sum.inr j)
  have h12 (i j) : -(A j i + B j i).im = (A i j - B i j).im := e (Sum.inl i) (Sum.inr j)
  simp only [Complex.add_re, Complex.sub_re, Complex.add_im, Complex.sub_im] at h11 h22 h12
  constructor
  · refine Matrix.IsHermitian.ext fun i j => Complex.ext ?_ ?_
    · simp only [Complex.star_def, Complex.conj_re]
      linarith [h11 i j, h22 i j]
    · simp only [Complex.star_def, Complex.conj_im]
      linarith [h12 i j, h12 j i]
  · refine Matrix.IsSymm.ext fun i j => Complex.ext ?_ ?_
    · linarith [h11 i j, h22 i j]
    · linarith [h12 i j, h12 j i]

/-- The real matrix `Lᵀ J L` is skew-symmetric. -/
theorem skew_transpose (L : Matrix (n ⊕ n) (n ⊕ n) ℝ) : (skew L)ᵀ = -skew L := by
  rw [skew, transpose_mul, transpose_mul, transpose_transpose, J_transpose]
  noncomm_ring

/-- The reduced Hamiltonian `-i Lᵀ J L` is Hermitian. -/
theorem reduced_isHermitian (L : Matrix (n ⊕ n) (n ⊕ n) ℝ) : (reduced L).IsHermitian := by
  unfold Matrix.IsHermitian
  rw [reduced, conjTranspose_smul, cx_conjTranspose, skew_transpose]
  ext i j
  simp [cx]

/-- If `M = L Lᵀ`, then `V = Q J L` intertwines the Bethe-Salpeter matrix with the reduced
Hamiltonian: `H V = V (-i Lᵀ J L)`. -/
theorem bse_mul_back {A B : Matrix n n ℂ} {L : Matrix (n ⊕ n) (n ⊕ n) ℝ}
    (h : realForm A B = L * Lᵀ) : bse A B * back L = back L * reduced L := by
  have hJM : J n * realForm A B = fromBlocks (-((A + B).map Complex.im))
      ((A - B).map Complex.re) (-((A + B).map Complex.re)) (-((A - B).map Complex.im)) := by
    rw [J, realForm, fromBlocks_multiply]
    simp
  -- move `H` through `Q`, block by block
  have hQ : bse A B * Q n = Q n * ((-Complex.I) • cx (J n * realForm A B)) := by
    rw [hJM, Q, Matrix.mul_smul (bse A B), Matrix.smul_mul]
    congr 1
    rw [bse, cx, fromBlocks_map, fromBlocks_smul, fromBlocks_multiply, fromBlocks_multiply]
    ext (i | i) (j | j) <;> apply Complex.ext <;> simp <;> ring
  rw [back, reduced, ← Matrix.mul_assoc, hQ, h]
  simp only [skew, cx, Matrix.map_mul, Matrix.mul_smul, Matrix.smul_mul, Matrix.mul_assoc]

/-- For invertible `L` the back-transformation `V = Q J L` is invertible. -/
theorem back_isUnit {L : Matrix (n ⊕ n) (n ⊕ n) ℝ} (hL : IsUnit L) : IsUnit (back L) := by
  have hQ : (Q n)ᴴ * Q n = 1 := by
    rw [Q, conjTranspose_smul, Matrix.smul_mul, Matrix.mul_smul, smul_smul, half,
      fromBlocks_conjTranspose, fromBlocks_multiply]
    ext (i | i) (j | j) <;> by_cases h : i = j <;> simp [Matrix.one_apply, h] <;> ring
  have uQ : IsUnit (Q n) := ⟨⟨Q n, (Q n)ᴴ, mul_eq_one_comm.mp hQ, hQ⟩, rfl⟩
  have uJ : IsUnit (J n) :=
    ⟨⟨J n, -J n, by rw [mul_neg, J_mul_J, neg_neg], by rw [neg_mul, J_mul_J, neg_neg]⟩, rfl⟩
  have uJL : IsUnit (cx (J n * L)) := (uJ.mul hL).map (Complex.ofRealHom.mapMatrix)
  exact uQ.mul uJL

/-- If `M = L Lᵀ` with `L` real and invertible, the Bethe-Salpeter matrix is similar, through
the invertible `V = Q J L`, to the Hermitian matrix `-i Lᵀ J L`, where `Lᵀ J L` is skew. -/
theorem bse_similar_hermitian {A B : Matrix n n ℂ} {L : Matrix (n ⊕ n) (n ⊕ n) ℝ}
    (hL : IsUnit L) (h : realForm A B = L * Lᵀ) :
    IsUnit (back L) ∧ (back L)⁻¹ * bse A B * back L = reduced L ∧
      (reduced L).IsHermitian ∧ (skew L)ᵀ = -skew L := by
  refine ⟨back_isUnit hL, ?_, reduced_isHermitian L, skew_transpose L⟩
  rw [Matrix.mul_assoc, bse_mul_back h, ← Matrix.mul_assoc,
    Matrix.nonsing_inv_mul _ ((Matrix.isUnit_iff_isUnit_det _).mp (back_isUnit hL)),
    Matrix.one_mul]

/-- In the reduced coordinates the indefinite metric becomes the reduced Hamiltonian:
`V† diag(1, -1) V = -i Lᵀ J L`. -/
theorem back_metric (L : Matrix (n ⊕ n) (n ⊕ n) ℝ) :
    (back L)ᴴ * metric n * back L = reduced L := by
  have hQ : (Q n)ᴴ * metric n * Q n = (-Complex.I) • cx (J n) := by
    rw [Q, conjTranspose_smul, Matrix.smul_mul, Matrix.smul_mul, Matrix.mul_smul, smul_smul,
      half, metric, fromBlocks_conjTranspose, fromBlocks_multiply, fromBlocks_multiply]
    ext (i | i) (j | j) <;> by_cases h : i = j <;> simp [cx, J, h] <;> ring
  -- the two outer factors `J` cancel
  have hJ : (J n * L)ᵀ * J n * (J n * L) = skew L := by
    rw [transpose_mul, J_transpose, skew]
    calc Lᵀ * -J n * J n * (J n * L) = -(Lᵀ * (J n * J n) * (J n * L)) := by noncomm_ring
      _ = Lᵀ * J n * L := by rw [J_mul_J]; noncomm_ring
  calc (back L)ᴴ * metric n * back L
      = cx (J n * L)ᵀ * ((Q n)ᴴ * metric n * Q n) * cx (J n * L) := by
        rw [back, conjTranspose_mul, cx_conjTranspose]
        simp only [Matrix.mul_assoc]
    _ = (-Complex.I) • cx ((J n * L)ᵀ * J n * (J n * L)) := by
        rw [hQ, Matrix.mul_smul, Matrix.smul_mul]
        simp only [cx, Matrix.map_mul]
    _ = reduced L := by rw [hJ, reduced]

/-- Let `M = L Lᵀ` with `L` invertible. An eigenvector `u` of `-i Lᵀ J L` with eigenvalue `Ω`
gives the eigenvector `V u` of the Bethe-Salpeter matrix with the same eigenvalue, and its
metric product with any `V w` is `Ω` times the ordinary product of `w` and `u`. -/
theorem exciton_eigenvector {A B : Matrix n n ℂ} {L : Matrix (n ⊕ n) (n ⊕ n) ℝ}
    (hL : IsUnit L) (h : realForm A B = L * Lᵀ) {u : n ⊕ n → ℂ} {Ω : ℂ} (hu0 : u ≠ 0)
    (hu : reduced L *ᵥ u = Ω • u) :
    back L *ᵥ u ≠ 0 ∧ bse A B *ᵥ (back L *ᵥ u) = Ω • (back L *ᵥ u) ∧
      ∀ w : n ⊕ n → ℂ, star (back L *ᵥ w) ⬝ᵥ (metric n *ᵥ (back L *ᵥ u)) =
        Ω * (star w ⬝ᵥ u) := by
  refine ⟨fun h0 => hu0 ?_, ?_, fun w => ?_⟩
  · have h1 := congrArg (fun v => (back L)⁻¹ *ᵥ v) h0
    simpa only [Matrix.mulVec_mulVec, Matrix.nonsing_inv_mul _
      ((Matrix.isUnit_iff_isUnit_det _).mp (back_isUnit hL)), Matrix.one_mulVec,
      Matrix.mulVec_zero] using h1
  · rw [Matrix.mulVec_mulVec, bse_mul_back h, ← Matrix.mulVec_mulVec, hu, Matrix.mulVec_smul]
  · rw [Matrix.star_mulVec, ← Matrix.dotProduct_mulVec]
    simp only [Matrix.mulVec_mulVec, ← Matrix.mul_assoc]
    rw [back_metric, hu, dotProduct_smul, smul_eq_mul]

/-- For one transition with `A = 3` and `B = 1 - 2i`, the invertible `L = [[2, 0], [1, 1]]`
satisfies `M = L Lᵀ`, and `Lᵀ J L = 2 J`. -/
theorem bse_similar_hermitian_witness :
    let L : Matrix (Fin 1 ⊕ Fin 1) (Fin 1 ⊕ Fin 1) ℝ := fromBlocks !![2] 0 !![1] !![1]
    IsUnit L ∧ realForm !![3] !![1 - 2 * Complex.I] = L * Lᵀ ∧
      skew L = (2 : ℝ) • J (Fin 1) := by
  intro L
  refine ⟨?_, ?_, ?_⟩
  · rw [Matrix.isUnit_iff_isUnit_det, Matrix.det_fromBlocks_zero₁₂]
    simp
  · ext (i | i) (j | j) <;> fin_cases i <;> fin_cases j <;>
      simp [L, realForm, fromBlocks_transpose, Matrix.mul_apply] <;>
      norm_num
  · ext (i | i) (j | j) <;> fin_cases i <;> fin_cases j <;>
      simp [L, skew, J, fromBlocks_transpose, fromBlocks_multiply, Matrix.mul_apply]

end

end BetheSalpeterSkewReduction
```

```lean
#print axioms BetheSalpeterSkewReduction.blocks_of_factor
-- 'BetheSalpeterSkewReduction.blocks_of_factor' depends on axioms: [propext, Classical.choice, Quot.sound]
#print axioms BetheSalpeterSkewReduction.bse_similar_hermitian
-- 'BetheSalpeterSkewReduction.bse_similar_hermitian' depends on axioms: [propext, Classical.choice, Quot.sound]
#print axioms BetheSalpeterSkewReduction.exciton_eigenvector
-- 'BetheSalpeterSkewReduction.exciton_eigenvector' depends on axioms: [propext, Classical.choice, Quot.sound]
```

## How the lemmas carry the algebra

`J_transpose` and `J_mul_J` supply \(J^T=-J\) and \(J^2=-1\). `cx_conjTranspose` says that the adjoint of an embedded real matrix is its embedded transpose, and `half` evaluates the product of the two prefactors \(1/\sqrt2\). With these, `skew_transpose` and `reduced_isHermitian` follow the two transposition arguments above.

In `blocks_of_factor`, the equations `h11`, `h22` and `h12` are the entries of \(M^T=M\) in three of the blocks. `linarith` combines them into the real and imaginary parts of the two symmetry conditions.

The block calculation sits in `bse_mul_back`. Its step `hJM` computes \(JM\), and `hQ` proves \(HQ=Q(-iJM)\). For `hQ` the common factor \(1/\sqrt2\) is removed, and each entry is split into real and imaginary parts, which `simp` and `ring` compare. The last lines insert \(M=LL^T\) and regroup the product.

`back_isUnit` proves \(Q^\dagger Q=1\), exhibits \(-J\) as the inverse of \(J\), and multiplies the invertible factors. `bse_similar_hermitian` then multiplies the intertwining relation by \(V^{-1}\) from the left.

In `back_metric`, `hQ` is the identity \(Q^\dagger\eta Q=-iJ\), and `hJ` removes the two outer factors \(J\). `exciton_eigenvector` applies \(V^{-1}\) to rule out \(Vu=0\), uses the intertwining relation for the eigenvalue equation, and uses `back_metric` for the products. Finally, `bse_similar_hermitian_witness` checks the invertible one-transition example: a determinant shows that \(L\) is invertible, and the two matrix identities are compared entry by entry.
